# In a finite insulator with uniform pairing, the weak-pairing chemical potential balances inverse squared level distances

## An undetermined chemical potential

At zero temperature and without pairing, every chemical potential in the gap of an insulator gives the same particle number. The number equation at zero pairing therefore cannot say where the chemical potential goes as pairing is switched off, and a midgap guess is in general wrong. For finitely many fixed levels with one prescribed pairing amplitude $D$, the limit can be found.

Let $v_i$ be the $n\ge1$ lower levels and $c_j$ the $q\ge1$ upper ones, with every $v_i<c_j$. Each level is a pair of time-reversed states with equal occupation. All particle numbers below count one state of each pair, so $n$ stands for $2n$ electrons. At energy $x$ from the chemical potential, the BCS occupation is
$$f_D(x)=\tfrac12\left(1-\frac{x}{s}\right),\qquad s=\sqrt{x^2+D^2}.$$
Let $N_D(\mu)=\sum_i f_D(v_i-\mu)+\sum_j f_D(c_j-\mu)$ and $S_e(\mu)=\sum_k (e_k-\mu)^{-2}$, for $e=v$ or $c$.

## One solution for each $D>0$

Since $f_D'(x)=-D^2/(2s^3)<0$, $N_D$ increases strictly with $\mu$. It is continuous and runs from $0$ to $n+q$, so $N_D(\mu)=n$ has exactly one solution $\mu(D)$.

## The limit $D\to0^+$

For $x>0$, using $s^2-x^2=D^2$,
$$f_D(x)=\frac{s-x}{2s}=\frac{D^2}{2s(s+x)},\qquad \frac{f_D(x)}{D^2}\to\frac1{4x^2}.$$
Since $f_D(-x)=1-f_D(x)$, the excess at a fixed in-gap $\mu$ is electrons above minus holes below:
$$\frac{N_D(\mu)-n}{D^2}=\frac{\sum_j f_D(c_j-\mu)-\sum_i f_D(\mu-v_i)}{D^2}\to\frac{S_c(\mu)-S_v(\mu)}4.$$
Moving up through the gap raises $S_c$ and lowers $S_v$. Their difference runs from $-\infty$ to $+\infty$, so it vanishes at exactly one point $m$.

For an in-gap $t<m$ the limit is negative, so $N_D(t)<n=N_D(\mu(D))$ and $t<\mu(D)$ for small $D$. Points above $m$ bound $\mu(D)$ from above in the same way. Hence $\mu(D)\to m$.

## One level below, four above

For $n$ levels at $a$ and $q$ at $b>a$, balance means $\sqrt n\,(b-m)=\sqrt q\,(m-a)$, so
$$m=\frac{\sqrt q\,a+\sqrt n\,b}{\sqrt n+\sqrt q}.$$
With $n=1$, $a=0$, $q=4$, $b=3$, this gives $m=1$; indeed $1/1^2=4/2^2$. Midgap is $1.5$.

A mean-field calculation with prescribed pairing and fixed mean particle number can solve $N_D(\mu)=n$ by root finding at each $D$. Here, at $D=10^{-4}$, the midgap excess is about $D^2/3\approx3\times10^{-9}$, so a number tolerance of $10^{-8}$ accepts $1.5$. The balance point supplies the weak-pairing value directly.

## The statement in Lean

The index types `ι` and `κ` label lower and upper levels; repeated values represent degeneracy. `occ`, `number` and `invSq` are $f_D$, $N_D$ and $S_e$, and `InGap` places a point strictly between the two families. The hypothesis `hgap` is the band gap, and the filling `Fintype.card ι` is $n$.

`chemicalPotential_tendsto` gives the unique solution for each `D > 0`, the unique balance point, and convergence to it of any function `μ` solving the number equation for all positive `D`; `𝓝[>] 0` means approach from above. The model has no gap equation for $D$, no temperature and no infinite bands.

```lean
import Mathlib

open Filter Topology

namespace PairedInsulator

noncomputable section

/-- BCS occupation of a level at energy `x` from the chemical potential, with pairing
amplitude `D`; the domain is `(x, D) ≠ (0, 0)`. -/
def occ (D x : ℝ) : ℝ := (1 - x / Real.sqrt (x ^ 2 + D ^ 2)) / 2

/-- Total occupation of the lower levels `v` and upper levels `c` at chemical potential `m`,
for `D ≠ 0` or `m` away from all levels. -/
def number {ι κ : Type*} [Fintype ι] [Fintype κ] (v : ι → ℝ) (c : κ → ℝ) (D m : ℝ) : ℝ :=
  ∑ i, occ D (v i - m) + ∑ j, occ D (c j - m)

/-- Sum of inverse squared distances from `m` to the levels `e`, for `m` away from all of them. -/
def invSq {ι : Type*} [Fintype ι] (e : ι → ℝ) (m : ℝ) : ℝ := ∑ i, 1 / (e i - m) ^ 2

/-- The energy `m` lies above all lower levels and below all upper levels. -/
def InGap {ι κ : Type*} (v : ι → ℝ) (c : κ → ℝ) (m : ℝ) : Prop :=
  (∀ i, v i < m) ∧ ∀ j, m < c j

variable {ι κ : Type*} [Fintype ι] [Fintype κ] {v : ι → ℝ} {c : κ → ℝ}

/-- Particle-hole symmetry: the occupation at `-x` is the hole weight at `x`. -/
theorem occ_neg (D x : ℝ) : occ D (-x) = 1 - occ D x := by
  unfold occ
  rw [neg_sq, neg_div]
  ring

/-- Above the chemical potential the occupation is `D² / (2 s (s + x))`, where
`s = √(x² + D²)` is the quasiparticle energy. -/
theorem occ_eq {x : ℝ} (hx : 0 < x) (D : ℝ) :
    occ D x = D ^ 2 /
      (2 * (Real.sqrt (x ^ 2 + D ^ 2) * (Real.sqrt (x ^ 2 + D ^ 2) + x))) := by
  have hs : 0 < Real.sqrt (x ^ 2 + D ^ 2) := Real.sqrt_pos.2 (by positivity)
  have hsq : Real.sqrt (x ^ 2 + D ^ 2) ^ 2 = x ^ 2 + D ^ 2 := Real.sq_sqrt (by positivity)
  unfold occ
  generalize Real.sqrt (x ^ 2 + D ^ 2) = s at *
  have h1 : x / s * s = x := div_mul_cancel₀ _ hs.ne'
  rw [eq_div_iff (by positivity)]
  generalize x / s = r at *
  linear_combination hsq - (s + x) * h1

/-- For weak pairing, a level at distance `x > 0` above the chemical potential has
occupation `D² / (4 x²)` to leading order. -/
theorem occ_div_sq_tendsto {x : ℝ} (hx : 0 < x) :
    Tendsto (fun D => occ D x / D ^ 2) (𝓝[>] 0) (𝓝 (1 / (4 * x ^ 2))) := by
  have h0 : Real.sqrt (x ^ 2 + (0 : ℝ) ^ 2) = x := by
    rw [show x ^ 2 + (0 : ℝ) ^ 2 = x ^ 2 by ring, Real.sqrt_sq hx.le]
  have hne : 2 * (Real.sqrt (x ^ 2 + (0 : ℝ) ^ 2) *
      (Real.sqrt (x ^ 2 + (0 : ℝ) ^ 2) + x)) ≠ 0 := by
    rw [h0]; positivity
  have hc : ContinuousAt (fun D : ℝ => 1 / (2 * (Real.sqrt (x ^ 2 + D ^ 2) *
      (Real.sqrt (x ^ 2 + D ^ 2) + x)))) 0 :=
    ContinuousAt.div continuousAt_const (Continuous.continuousAt (by fun_prop)) hne
  have hv : 1 / (2 * (Real.sqrt (x ^ 2 + (0 : ℝ) ^ 2) *
      (Real.sqrt (x ^ 2 + (0 : ℝ) ^ 2) + x))) = 1 / (4 * x ^ 2) := by
    rw [h0]; congr 1; ring
  rw [← hv]
  refine (hc.tendsto.mono_left nhdsWithin_le_nhds).congr' ?_
  filter_upwards [self_mem_nhdsWithin] with D hD
  have hD' : D ≠ 0 := (Set.mem_Ioi.1 hD).ne'
  rw [occ_eq hx, div_right_comm, div_self (pow_ne_zero 2 hD')]

/-- At a fixed in-gap chemical potential, the excess of the particle number over the number of lower
levels, divided by `D²`, tends, as `D` decreases to `0`, to a quarter of the difference between the
upper and lower inverse-square sums. -/
theorem excess_tendsto {m : ℝ} (h : InGap v c m) :
    Tendsto (fun D => (number v c D m - Fintype.card ι) / D ^ 2) (𝓝[>] 0)
      (𝓝 ((invSq c m - invSq v m) / 4)) := by
  have h1 := tendsto_finsetSum Finset.univ
    (fun j _ => occ_div_sq_tendsto (sub_pos.2 (h.2 j)))
  have h2 := tendsto_finsetSum Finset.univ
    (fun i _ => occ_div_sq_tendsto (sub_pos.2 (h.1 i)))
  have e : (invSq c m - invSq v m) / 4 =
      ∑ j, 1 / (4 * (c j - m) ^ 2) - ∑ i, 1 / (4 * (m - v i) ^ 2) := by
    unfold invSq
    rw [sub_div, Finset.sum_div, Finset.sum_div]
    congr 1 <;> refine Finset.sum_congr rfl fun k _ => ?_ <;> rw [div_div] <;> congr 1 <;> ring
  -- the excess is the number of electrons above the gap minus the number of holes below
  have hN : ∀ D, number v c D m = Fintype.card ι +
      (∑ j, occ D (c j - m) - ∑ i, occ D (m - v i)) := fun D => by
    have hh : ∀ i, occ D (v i - m) = 1 - occ D (m - v i) := fun i => by
      rw [← occ_neg, neg_sub]
    simp only [number, hh, Finset.sum_sub_distrib, Finset.sum_const, Finset.card_univ,
      nsmul_eq_mul, mul_one]
    ring
  rw [e]
  refine (h1.sub h2).congr fun D => ?_
  simp only [hN, ← Finset.sum_div]
  ring

/-- For `D > 0` and at least one lower and one upper level, the particle number increases strictly
with chemical potential. -/
theorem number_strictMono [Nonempty ι] [Nonempty κ] {D : ℝ} (hD : 0 < D) :
    StrictMono (number v c D) := by
  have key : ∀ x y : ℝ, 0 ≤ x → x < y →
      x * Real.sqrt (y ^ 2 + D ^ 2) < y * Real.sqrt (x ^ 2 + D ^ 2) := fun x y hx hxy => by
    have hy : 0 < y := hx.trans_lt hxy
    refine lt_of_pow_lt_pow_left₀ 2 (by positivity) ?_
    rw [mul_pow, mul_pow, Real.sq_sqrt (by positivity), Real.sq_sqrt (by positivity)]
    nlinarith [mul_pos (pow_pos hD 2) (mul_pos (sub_pos.2 hxy) (by linarith : 0 < y + x))]
  have anti : ∀ x y : ℝ, x < y → occ D y < occ D x := fun x y hxy => by
    have hs : 0 < Real.sqrt (x ^ 2 + D ^ 2) := Real.sqrt_pos.2 (by positivity)
    have ht : 0 < Real.sqrt (y ^ 2 + D ^ 2) := Real.sqrt_pos.2 (by positivity)
    have h : x / Real.sqrt (x ^ 2 + D ^ 2) < y / Real.sqrt (y ^ 2 + D ^ 2) := by
      rw [div_lt_iff₀ hs, div_mul_eq_mul_div, lt_div_iff₀ ht]
      rcases le_or_gt 0 x with hx | hx
      · exact key x y hx hxy
      · rcases le_or_gt 0 y with hy | hy
        · exact (mul_neg_of_neg_of_pos hx ht).trans_le (mul_nonneg hy hs.le)
        · have := key (-y) (-x) (by linarith) (by linarith)
          rw [neg_sq, neg_sq] at this
          linarith
    unfold occ
    linarith
  intro m m' hm
  exact add_lt_add
    (Finset.sum_lt_sum_of_nonempty Finset.univ_nonempty fun i _ => anti _ _ (by linarith))
    (Finset.sum_lt_sum_of_nonempty Finset.univ_nonempty fun j _ => anti _ _ (by linarith))

/-- With at least one lower and one upper level, the upper inverse-square sum minus the lower one
increases strictly across the gap. -/
theorem invSq_sub_lt [Nonempty ι] [Nonempty κ] {m m' : ℝ} (h : InGap v c m)
    (h' : InGap v c m') (hm : m < m') :
    invSq c m - invSq v m < invSq c m' - invSq v m' := by
  have h1 : invSq c m < invSq c m' :=
    Finset.sum_lt_sum_of_nonempty Finset.univ_nonempty fun j _ =>
      one_div_lt_one_div_of_lt (pow_pos (sub_pos.2 (h'.2 j)) 2) (by
        nlinarith [mul_pos (sub_pos.2 hm) (add_pos (sub_pos.2 (h.2 j)) (sub_pos.2 (h'.2 j)))])
  have h2 : invSq v m' < invSq v m :=
    Finset.sum_lt_sum_of_nonempty Finset.univ_nonempty fun i _ =>
      one_div_lt_one_div_of_lt (by nlinarith [pow_pos (sub_pos.2 (h.1 i)) 2]) (by
        nlinarith [mul_pos (sub_pos.2 hm) (add_pos (sub_pos.2 (h.1 i)) (sub_pos.2 (h'.1 i)))])
  linarith

/-- If all lower levels lie below all upper ones, with at least one of each, some in-gap point has a
lower inverse-square sum at least as large as the upper one. -/
theorem exists_lower_dominates [Nonempty ι] [Nonempty κ] (hgap : ∀ i j, v i < c j) :
    ∃ m, InGap v c m ∧ invSq c m ≤ invSq v m := by
  obtain ⟨i₀, hi⟩ := Finite.exists_max v
  obtain ⟨j₀, hj⟩ := Finite.exists_min c
  obtain ⟨q, hq⟩ : ∃ q : ℝ, q = Fintype.card κ := ⟨_, rfl⟩
  have hq1 : 1 ≤ q := by rw [hq]; exact Nat.one_le_cast.2 Fintype.card_pos
  have hq0 : 0 < q := by linarith
  -- step a fraction `1 / (q + 1)` of the gap above the highest lower level
  obtain ⟨ε, hε, hd⟩ : ∃ ε : ℝ, 0 < ε ∧ (q + 1) * ε = c j₀ - v i₀ :=
    ⟨(c j₀ - v i₀) / (q + 1), div_pos (sub_pos.2 (hgap _ _)) (by positivity),
      mul_div_cancel₀ _ (by positivity)⟩
  have hqe : 0 < q * ε := mul_pos hq0 hε
  have hsep : ∀ j, q * ε ≤ c j - (v i₀ + ε) := fun j => by linarith [hj j]
  refine ⟨v i₀ + ε, ⟨fun i => by linarith [hi i], fun j => by linarith [hsep j]⟩, ?_⟩
  calc invSq c (v i₀ + ε) ≤ ∑ _j : κ, 1 / (q * ε ^ 2) :=
        Finset.sum_le_sum fun j _ => one_div_le_one_div_of_le (by positivity) (by
          nlinarith [pow_le_pow_left₀ hqe.le (hsep j) 2,
            mul_nonneg (sub_nonneg.2 hq1) (mul_nonneg hq0.le (sq_nonneg ε))])
    _ = 1 / ε ^ 2 := by
        rw [Finset.sum_const, Finset.card_univ, nsmul_eq_mul, ← hq]
        field_simp
    _ = 1 / (v i₀ - (v i₀ + ε)) ^ 2 := by congr 1; ring
    _ ≤ invSq v (v i₀ + ε) :=
        Finset.single_le_sum (f := fun i => 1 / (v i - (v i₀ + ε)) ^ 2)
          (fun i _ => by positivity) (Finset.mem_univ i₀)

/-- If all lower levels lie below all upper ones, with at least one of each, exactly one in-gap
point has equal inverse-square sums over the lower and the upper levels. -/
theorem existsUnique_balance [Nonempty ι] [Nonempty κ] (hgap : ∀ i j, v i < c j) :
    ∃! m, InGap v c m ∧ invSq v m = invSq c m := by
  obtain ⟨a, ha, hale⟩ := exists_lower_dominates hgap
  -- reflecting the spectrum gives a point where the upper levels dominate
  obtain ⟨b, hb, hble⟩ := exists_lower_dominates (v := fun j => -c j) (c := fun i => -v i)
    (fun j i => neg_lt_neg (hgap i j))
  have hv : invSq (fun i => -v i) b = invSq v (-b) := Finset.sum_congr rfl fun i _ => by
    show 1 / (-v i - b) ^ 2 = 1 / (v i - -b) ^ 2
    congr 1; ring
  have hc : invSq (fun j => -c j) b = invSq c (-b) := Finset.sum_congr rfl fun j _ => by
    show 1 / (-c j - b) ^ 2 = 1 / (c j - -b) ^ 2
    congr 1; ring
  rw [hv, hc] at hble
  have hb' : InGap v c (-b) := by
    refine ⟨fun i => ?_, fun j => ?_⟩
    · have h : b < -v i := hb.2 i
      linarith
    · have h : -c j < b := hb.1 j
      linarith
  have hab : a ≤ -b := by
    by_contra h
    linarith [invSq_sub_lt hb' ha (not_le.1 h)]
  have hcont : ContinuousOn (fun m => invSq c m - invSq v m) (Set.Icc a (-b)) := by
    unfold invSq
    refine ContinuousOn.sub (continuousOn_finsetSum _ fun j _ => ?_)
      (continuousOn_finsetSum _ fun i _ => ?_)
    · exact ContinuousOn.div continuousOn_const (by fun_prop) fun x hx =>
        pow_ne_zero 2 (sub_ne_zero.2 (hx.2.trans_lt (hb'.2 j)).ne')
    · exact ContinuousOn.div continuousOn_const (by fun_prop) fun x hx =>
        pow_ne_zero 2 (sub_ne_zero.2 ((ha.1 i).trans_le hx.1).ne)
  obtain ⟨m, hm, h0⟩ := intermediate_value_Icc hab hcont
    (show (0 : ℝ) ∈ Set.Icc _ _ from ⟨sub_nonpos.2 hale, sub_nonneg.2 hble⟩)
  have h0' : invSq c m - invSq v m = 0 := h0
  have hg : InGap v c m :=
    ⟨fun i => (ha.1 i).trans_le hm.1, fun j => hm.2.trans_lt (hb'.2 j)⟩
  refine ⟨m, ⟨hg, by linarith⟩, ?_⟩
  rintro y ⟨hy, hye⟩
  rcases lt_trichotomy y m with h | h | h
  · linarith [invSq_sub_lt hy hg h]
  · exact h
  · linarith [invSq_sub_lt hg hy h]

/-- Let all lower levels lie below all upper ones, with at least one of each. For every `D > 0`
a unique chemical potential fills as many particles as there are lower levels, and as `D`
decreases to `0` it tends to the unique in-gap point of equal inverse-square sums. -/
theorem chemicalPotential_tendsto [Nonempty ι] [Nonempty κ] (hgap : ∀ i j, v i < c j) :
    (∀ D > 0, ∃! μ, number v c D μ = Fintype.card ι) ∧
    ∃ m, (InGap v c m ∧ invSq v m = invSq c m) ∧
      (∀ m', InGap v c m' ∧ invSq v m' = invSq c m' → m' = m) ∧
      ∀ μ : ℝ → ℝ, (∀ D > 0, number v c D (μ D) = Fintype.card ι) →
        Tendsto μ (𝓝[>] 0) (𝓝 m) := by
  constructor
  · intro D hD
    have hp : (0 : ℝ) < Fintype.card ι := Nat.cast_pos.2 Fintype.card_pos
    have hq : (0 : ℝ) < Fintype.card κ := Nat.cast_pos.2 Fintype.card_pos
    have hocc : Continuous (occ D) := by
      unfold occ
      exact (continuous_const.sub (continuous_id.div (by fun_prop) fun x =>
        (Real.sqrt_pos.2 (by positivity)).ne')).div_const 2
    have hcont : Continuous (number v c D) :=
      (continuous_finsetSum Finset.univ fun i _ =>
        hocc.comp (continuous_const.sub continuous_id : Continuous fun m : ℝ => v i - m)).add
      (continuous_finsetSum Finset.univ fun j _ =>
        hocc.comp (continuous_const.sub continuous_id : Continuous fun m : ℝ => c j - m))
    -- the occupation tends to 0 far above the chemical potential and to 1 far below it
    have hempty : Tendsto (occ D) atTop (𝓝 0) := by
      have hg : Tendsto (fun x : ℝ => D ^ 2 / x) atTop (𝓝 0) :=
        tendsto_const_nhds.div_atTop tendsto_id
      refine squeeze_zero' ?_ ?_ hg
      · filter_upwards [eventually_ge_atTop 1] with x hx
        have hx0 : 0 < x := by linarith
        rw [occ_eq hx0]
        positivity
      · filter_upwards [eventually_ge_atTop 1] with x hx
        have hx0 : 0 < x := by linarith
        have hs : x ≤ Real.sqrt (x ^ 2 + D ^ 2) :=
          (Real.le_sqrt' hx0).2 (by nlinarith [sq_nonneg D])
        rw [occ_eq hx0]
        refine div_le_div_of_nonneg_left (sq_nonneg D) hx0 ?_
        nlinarith [mul_nonneg (sub_nonneg.2 (hx.trans hs))
          (by linarith : 0 ≤ Real.sqrt (x ^ 2 + D ^ 2) + x)]
    have hfull : Tendsto (occ D) atBot (𝓝 1) := by
      have h := (hempty.comp tendsto_neg_atBot_atTop).const_sub 1
      rw [sub_zero] at h
      refine h.congr fun x => ?_
      show 1 - occ D (-x) = occ D x
      rw [occ_neg]; ring
    have hlo : ∀ y : ℝ, Tendsto (fun m => y - m) atBot atTop := fun y =>
      tendsto_atTop.2 fun b => (eventually_le_atBot (y - b)).mono fun m hm => by linarith
    have hhi : ∀ y : ℝ, Tendsto (fun m => y - m) atTop atBot := fun y =>
      tendsto_atBot.2 fun b => (eventually_ge_atTop (y - b)).mono fun m hm => by linarith
    have hbot : Tendsto (number v c D) atBot (𝓝 (∑ _i : ι, (0 : ℝ) + ∑ _j : κ, (0 : ℝ))) :=
      (tendsto_finsetSum Finset.univ fun i _ => hempty.comp (hlo (v i))).add
        (tendsto_finsetSum Finset.univ fun j _ => hempty.comp (hlo (c j)))
    have htop : Tendsto (number v c D) atTop (𝓝 (∑ _i : ι, (1 : ℝ) + ∑ _j : κ, (1 : ℝ))) :=
      (tendsto_finsetSum Finset.univ fun i _ => hfull.comp (hhi (v i))).add
        (tendsto_finsetSum Finset.univ fun j _ => hfull.comp (hhi (c j)))
    simp only [Finset.sum_const_zero, add_zero] at hbot
    simp only [Finset.sum_const, Finset.card_univ, nsmul_eq_mul, mul_one] at htop
    obtain ⟨a, ha⟩ := ((tendsto_order.1 hbot).2 _ hp).exists
    obtain ⟨b, hb⟩ := ((tendsto_order.1 htop).1 (Fintype.card ι : ℝ) (by linarith)).exists
    obtain ⟨μ, hμ⟩ := mem_range_of_exists_le_of_exists_ge hcont ⟨a, ha.le⟩ ⟨b, hb.le⟩
    exact ⟨μ, hμ, fun y hy => (number_strictMono hD).injective (hy.trans hμ.symm)⟩
  · obtain ⟨m, ⟨hg, hbal⟩, huniq⟩ := existsUnique_balance hgap
    refine ⟨m, ⟨hg, hbal⟩, huniq, fun μ hμ =>
      tendsto_order.2 ⟨fun y hy => ?_, fun y hy => ?_⟩⟩
    · -- a test point just below `m` holds too few particles for small `D`
      obtain ⟨i₀, hi⟩ := Finite.exists_max v
      obtain ⟨t, h1, h2⟩ := exists_between (max_lt hy (hg.1 i₀))
      have ht : InGap v c t :=
        ⟨fun i => (hi i).trans_lt ((le_max_right _ _).trans_lt h1), fun j => h2.trans (hg.2 j)⟩
      have hneg : (invSq c t - invSq v t) / 4 < 0 := by linarith [invSq_sub_lt ht hg h2]
      filter_upwards [(tendsto_order.1 (excess_tendsto ht)).2 0 hneg, self_mem_nhdsWithin]
        with D h hD
      have hD' : 0 < D := hD
      have hlt : number v c D t < number v c D (μ D) := by
        have h3 := mul_neg_of_neg_of_pos h (pow_pos hD' 2)
        rw [div_mul_cancel₀ _ (pow_pos hD' 2).ne'] at h3
        rw [hμ D hD']
        linarith
      exact ((le_max_left _ _).trans_lt h1).trans ((number_strictMono hD').lt_iff_lt.1 hlt)
    · -- a test point just above `m` holds too many particles for small `D`
      obtain ⟨j₀, hj⟩ := Finite.exists_min c
      obtain ⟨t, h1, h2⟩ := exists_between (lt_min hy (hg.2 j₀))
      have ht : InGap v c t :=
        ⟨fun i => (hg.1 i).trans h1, fun j => (h2.trans_le (min_le_right _ _)).trans_le (hj j)⟩
      have hpos : 0 < (invSq c t - invSq v t) / 4 := by linarith [invSq_sub_lt hg ht h1]
      filter_upwards [(tendsto_order.1 (excess_tendsto ht)).1 0 hpos, self_mem_nhdsWithin]
        with D h hD
      have hD' : 0 < D := hD
      have hlt : number v c D (μ D) < number v c D t := by
        have h3 := mul_pos h (pow_pos hD' 2)
        rw [div_mul_cancel₀ _ (pow_pos hD' 2).ne'] at h3
        rw [hμ D hD']
        linarith
      exact ((number_strictMono hD').lt_iff_lt.1 hlt).trans (h2.trans_le (min_le_left _ _))

/-- For `p ≥ 1` levels at `a` and `q ≥ 1` levels at `b > a`, filled with `p` particles, the
chemical potential tends to `(√q a + √p b) / (√p + √q)` as `D` decreases to `0`. -/
theorem degenerate_levels_tendsto [Nonempty ι] [Nonempty κ] {a b : ℝ} (hab : a < b)
    (μ : ℝ → ℝ) (hμ : ∀ D > 0,
      number (fun _ : ι => a) (fun _ : κ => b) D (μ D) = Fintype.card ι) :
    Tendsto μ (𝓝[>] 0) (𝓝 ((Real.sqrt (Fintype.card κ) * a + Real.sqrt (Fintype.card ι) * b) /
      (Real.sqrt (Fintype.card ι) + Real.sqrt (Fintype.card κ)))) := by
  obtain ⟨-, m, -, huniq, hlim⟩ := chemicalPotential_tendsto
    (v := fun _ : ι => a) (c := fun _ : κ => b) (fun _ _ => hab)
  have hp : (0 : ℝ) < Fintype.card ι := Nat.cast_pos.2 Fintype.card_pos
  have hq : (0 : ℝ) < Fintype.card κ := Nat.cast_pos.2 Fintype.card_pos
  have key : ∀ p t : ℝ, 0 < p → 0 < t → p * (1 / (Real.sqrt p * t) ^ 2) = 1 / t ^ 2 :=
    fun p t hp ht => by
      rw [mul_pow, Real.sq_sqrt hp.le]
      field_simp
  have hbal : ∀ M t : ℝ, 0 < t → a - M = -(Real.sqrt (Fintype.card ι) * t) →
      b - M = Real.sqrt (Fintype.card κ) * t → M = m := fun M t ht h1 h2 => by
    have hP := mul_pos (Real.sqrt_pos.2 hp) ht
    have hQ := mul_pos (Real.sqrt_pos.2 hq) ht
    refine huniq M ⟨⟨fun _ => by linarith, fun _ => by linarith⟩, ?_⟩
    simp only [invSq, Finset.sum_const, Finset.card_univ, nsmul_eq_mul]
    rw [h1, h2, neg_sq, key _ t hp ht, key _ t hq ht]
  have hP := Real.sqrt_pos.2 hp
  have hQ := Real.sqrt_pos.2 hq
  have hS := (add_pos hP hQ).ne'
  obtain ⟨t, ht0, ht⟩ : ∃ t : ℝ, 0 < t ∧
      t * (Real.sqrt (Fintype.card ι) + Real.sqrt (Fintype.card κ)) = b - a :=
    ⟨_, div_pos (sub_pos.2 hab) (add_pos hP hQ), div_mul_cancel₀ _ hS⟩
  have hM : (Real.sqrt (Fintype.card κ) * a + Real.sqrt (Fintype.card ι) * b) /
      (Real.sqrt (Fintype.card ι) + Real.sqrt (Fintype.card κ)) =
      a + Real.sqrt (Fintype.card ι) * t := by
    rw [div_eq_iff hS]
    linear_combination (-Real.sqrt (Fintype.card ι)) * ht
  rw [hM, hbal (a + Real.sqrt (Fintype.card ι) * t) t ht0 (by ring)
    (by linear_combination -ht)]
  exact hlim μ hμ

end

end PairedInsulator
```

```lean
#print axioms PairedInsulator.chemicalPotential_tendsto
#print axioms PairedInsulator.degenerate_levels_tendsto
```

```
'PairedInsulator.chemicalPotential_tendsto' depends on axioms: [propext, Classical.choice, Quot.sound]
'PairedInsulator.degenerate_levels_tendsto' depends on axioms: [propext, Classical.choice, Quot.sound]
```

## From the lemmas to the limit

`occ_neg` and `occ_eq` are the two occupation identities. `occ_div_sq_tendsto` takes the limit by continuity of the rewritten fraction, and `excess_tendsto` sums it over levels.

`number_strictMono` replaces the derivative by a comparison of $x/s$ at two energies, squaring when both are nonnegative and using reflection when both are negative. `invSq_sub_lt` gives the monotonicity across the gap.

For the sign change, `exists_lower_dominates` uses an explicit point instead of divergence at the edges: a fraction $1/(q+1)$ of the gap above the highest lower level. `existsUnique_balance` reflects the spectrum for the opposite sign, then applies the intermediate value theorem.

The main theorem uses that theorem again for $\mu(D)$, and `tendsto_order` reduces convergence to the test points on either side of $m$. `degenerate_levels_tendsto` checks that the closed formula balances the sums and invokes uniqueness.
